# Constrained RPA with a dielectric remainder: removing the metallic screening leaves a Coulomb tail

Let q > 0 be a wave number in three dimensions, in Hartree atomic units. The bare Coulomb interaction is

v(q) = 4π/q².

A static polarization P(q) is a real function of q. The sign convention is the one in which independent electrons in their ground state have P(q) ≤ 0. In the random-phase approximation (RPA) it screens v to

v(q) / (1 − v(q) P(q)),

and the denominator is the dielectric function.

In constrained RPA the polarization is split into two parts. Pd comes from transitions within a chosen set of target bands, and Pr collects all other transitions. The interaction U for a model of the target bands is screened by Pr alone, while the fully screened interaction W contains both:

U = v / (1 − v Pr),  W = v / (1 − v (Pr + Pd)).

Two constants describe the small-q behaviour. The first, a ≥ 0, is defined by Pr(q)/q² → −a. It is the electric susceptibility of the remaining transitions, which respond as an insulator does: their induced density vanishes with q², and their dielectric constant is 1 + 4πa. The second, D > 0, is defined by Pd(q) → −D. It stands for the response of a metal to a nearly uniform potential, and in the Thomas–Fermi picture it is the density of states at the Fermi level per unit volume.

## The two limits at small wave number

The claim is that, as q → 0 from above,

q² U(q) → 4π/(1 + 4πa),  W(q) → 1/D.

So U keeps the 1/q² singularity of the Coulomb interaction, reduced by the dielectric constant of the remainder, while W stays finite.

For U, use q² v = 4π and v Pr = 4π Pr/q²:

q² U = q² v / (1 − v Pr) = 4π / (1 − 4π Pr/q²).

The denominator tends to 1 − 4π(−a) = 1 + 4πa. This is at least 1, so the quotient converges to 4π/(1 + 4πa).

For W, write P = Pr + Pd and multiply numerator and denominator by q²:

W = v / (1 − v P) = 4π / (q² − 4πP).

This form has no singular term left at small q. The dielectric part drops out of P, because

Pr = (Pr/q²) · q² → −a · 0 = 0.

Hence P → 0 − D = −D. The denominator tends to 0 + 4πD, which is positive, and W → 4π/(4πD) = 1/D.

Three consequences follow from the same algebra. Since U = (q² U) · (1/q²) is a product of a factor with a positive limit and a factor that grows without bound, U → +∞. If a fraction t > 0 of Pd is left in the constrained calculation, then Pr + t Pd → −tD, and the interaction tends to the finite value 1/(tD). If the target bands are insulating as well, with Pd/q² → −b and b ≥ 0, then (Pr + Pd)/q² → −(a + b), and even the fully screened interaction has a tail, with coefficient 4π/(1 + 4π(a + b)).

In this static, scalar model, a Hubbard model of a metallic target band with an on-site U alone therefore omits a long-range part of the interaction that constrained RPA produces.

## Interaction and polarization in Lean

The file opens Mathlib's notation for limits and for π.

```lean
import Mathlib

open Filter Topology Real

namespace ConstrainedRPALongRange

noncomputable section
```

The bare interaction is a function of a real wave number.

```lean
/-- The bare Coulomb interaction `4π/q²` at wave number `q ≠ 0`. -/
def coulomb (q : ℝ) : ℝ := 4 * π / q ^ 2
```

The screened interaction takes the polarization as an argument. The same definition thus serves for U, as `screened Pr`, and for W, as `screened fun q => Pr q + Pd q`. No band structure enters: `P` may be any real function.

```lean
/-- The RPA interaction `v/(1 - v P)` screened by the polarization `P`,
for `q ≠ 0` and `1 - v P ≠ 0`. -/
def screened (P : ℝ → ℝ) (q : ℝ) : ℝ := coulomb q / (1 - coulomb q * P q)
```

The identity q² v = 4π holds for every q ≠ 0.

```lean
theorem sq_mul_coulomb {q : ℝ} (hq : q ≠ 0) : q ^ 2 * coulomb q = 4 * π := by
  unfold coulomb
  field_simp
```

The next lemma is the regular form used above for W. Its proof first shows q² − 4πP = q² (1 − vP). The two sides differ by P times the difference between q² v and 4π, and this is what `linear_combination (P q) * h` expresses. The proof then writes the numerator 4π as q² v and cancels q². The hypothesis asks only for q ≠ 0: where the dielectric function vanishes, Lean's convention x/0 = 0 makes both sides zero, and in the limits below the denominators are nonzero at small q anyway.

```lean
/-- At nonzero wave number the screened interaction equals `4π/(q² - 4π P)`. -/
theorem screened_eq (P : ℝ → ℝ) {q : ℝ} (hq : q ≠ 0) :
    screened P q = 4 * π / (q ^ 2 - 4 * π * P q) := by
  have h := sq_mul_coulomb hq
  have hden : q ^ 2 - 4 * π * P q = q ^ 2 * (1 - coulomb q * P q) := by
    linear_combination (P q) * h
  rw [hden, ← h, mul_div_mul_left _ _ (pow_ne_zero 2 hq), screened]
```

## Dielectric and metallic screening

All limits are taken along the filter `𝓝[>] 0`, which means that q approaches 0 through positive values. `Tendsto f (𝓝[>] 0) (𝓝 L)` says that f(q) → L in this sense. The first such limit is q² → 0, obtained from the continuity of the square.

```lean
theorem tendsto_sq_zero : Tendsto (fun q : ℝ => q ^ 2) (𝓝[>] 0) (𝓝 0) :=
  ((continuous_pow 2).tendsto' (0 : ℝ) 0 (by norm_num)).mono_left nhdsWithin_le_nhds
```

The lemma for the dielectric case follows the derivation for U. `hden` is the limit of the dielectric function, `hne` says that this limit is nonzero, and `hlim` is the limit of the quotient. The remaining lines show that 4π/(1 − 4πP/q²) equals q² times the screened interaction. This equality is needed only for q > 0, and `congr'` together with `filter_upwards` restricts it to those values.

```lean
/-- Dielectric screening: if `P/q²` tends to `-a` with `a ≥ 0`, then `q²` times the screened
interaction tends to `4π/(1 + 4πa)`. -/
theorem dielectric_limit {P : ℝ → ℝ} {a : ℝ} (ha : 0 ≤ a)
    (hP : Tendsto (fun q => P q / q ^ 2) (𝓝[>] 0) (𝓝 (-a))) :
    Tendsto (fun q => q ^ 2 * screened P q) (𝓝[>] 0) (𝓝 (4 * π / (1 + 4 * π * a))) := by
  -- the dielectric function has a finite, nonzero limit
  have hden : Tendsto (fun q => 1 - 4 * π * (P q / q ^ 2)) (𝓝[>] 0)
      (𝓝 (1 + 4 * π * a)) := by
    have e : 1 + 4 * π * a = 1 - 4 * π * (-a) := by ring
    rw [e]
    exact (hP.const_mul (4 * π)).const_sub 1
  have hne : 1 + 4 * π * a ≠ 0 := by positivity
  have hlim : Tendsto (fun q => 4 * π / (1 - 4 * π * (P q / q ^ 2))) (𝓝[>] 0)
      (𝓝 (4 * π / (1 + 4 * π * a))) := tendsto_const_nhds.div hden hne
  refine hlim.congr' ?_
  filter_upwards [self_mem_nhdsWithin] with q hq
  have hq0 : q ≠ 0 := (Set.mem_Ioi.mp hq).ne'
  have h1 : coulomb q * P q = 4 * π * (P q / q ^ 2) := by
    unfold coulomb
    ring
  rw [screened, h1, ← mul_div_assoc (q ^ 2), sq_mul_coulomb hq0]
```

The metallic case has the same structure, with the denominator q² − 4πP. Here `screened_eq` supplies the equality at positive q.

```lean
/-- Metallic screening: if `P` tends to `-D` with `D > 0`, then the screened interaction
tends to `1/D`. -/
theorem metallic_limit {P : ℝ → ℝ} {D : ℝ} (hD : 0 < D)
    (hP : Tendsto P (𝓝[>] 0) (𝓝 (-D))) :
    Tendsto (screened P) (𝓝[>] 0) (𝓝 (1 / D)) := by
  have hden : Tendsto (fun q => q ^ 2 - 4 * π * P q) (𝓝[>] 0) (𝓝 (4 * π * D)) := by
    have e : 4 * π * D = 0 - 4 * π * (-D) := by ring
    rw [e]
    exact tendsto_sq_zero.sub (hP.const_mul (4 * π))
  have hne : 4 * π * D ≠ 0 := by positivity
  have hlim : Tendsto (fun q => 4 * π / (q ^ 2 - 4 * π * P q)) (𝓝[>] 0)
      (𝓝 (4 * π / (4 * π * D))) := tendsto_const_nhds.div hden hne
  have e : 4 * π / (4 * π * D) = 1 / D := by field_simp
  rw [e] at hlim
  refine hlim.congr' ?_
  filter_upwards [self_mem_nhdsWithin] with q hq
  exact (screened_eq P (Set.mem_Ioi.mp hq).ne').symm
```

To apply the metallic lemma to a sum of polarizations, one needs to know that the dielectric part vanishes at small q. The proof multiplies the two limits P/q² → −a and q² → 0, then cancels q² at positive q. The sign of a plays no role.

```lean
/-- A polarization for which `P/q²` has a finite limit vanishes as `q` tends to zero. -/
theorem polarization_vanishes {P : ℝ → ℝ} {a : ℝ}
    (hP : Tendsto (fun q => P q / q ^ 2) (𝓝[>] 0) (𝓝 (-a))) :
    Tendsto P (𝓝[>] 0) (𝓝 0) := by
  have h : Tendsto (fun q => P q / q ^ 2 * q ^ 2) (𝓝[>] 0) (𝓝 (-a * 0)) :=
    hP.mul tendsto_sq_zero
  rw [mul_zero] at h
  refine h.congr' ?_
  filter_upwards [self_mem_nhdsWithin] with q hq
  exact div_mul_cancel₀ _ (pow_ne_zero 2 (Set.mem_Ioi.mp hq).ne')
```

The first application keeps a fraction t of the metallic polarization. The total tends to −tD, so the metallic lemma applies with tD in place of D.

```lean
/-- If a fraction `t > 0` of the metallic polarization `Pd` is kept beside the dielectric
part `Pr`, the screened interaction tends to the finite value `1/(tD)`. -/
theorem residual_metallic_limit {Pr Pd : ℝ → ℝ} {a D t : ℝ} (hD : 0 < D) (ht : 0 < t)
    (hr : Tendsto (fun q => Pr q / q ^ 2) (𝓝[>] 0) (𝓝 (-a)))
    (hd : Tendsto Pd (𝓝[>] 0) (𝓝 (-D))) :
    Tendsto (screened fun q => Pr q + t * Pd q) (𝓝[>] 0) (𝓝 (1 / (t * D))) := by
  apply metallic_limit (mul_pos ht hD)
  have e : -(t * D) = 0 + t * (-D) := by ring
  rw [e]
  exact (polarization_vanishes hr).add (hd.const_mul t)
```

The limiting value 1/(tD) grows as t becomes small, but it is finite for every fixed t > 0. Within this one-parameter family, the 1/q² singularity appears only at t = 0, when the metallic part is removed completely.

## The constrained and the full interaction together

The main theorem takes two arbitrary functions `Pr` and `Pd` and two real numbers `a` and `D`. The hypotheses `ha` and `hD` are the sign conditions a ≥ 0 and D > 0; `hr` and `hd` are the small-q laws Pr/q² → −a and Pd → −D. The conclusion joins the two limits by `∧`. The first part is the dielectric lemma applied to `Pr`. The second is the metallic lemma applied to the sum, whose limit 0 + (−D) comes from `polarization_vanishes`.

```lean
/-- Long-range limits in constrained RPA: with the metallic polarization `Pd` removed,
`q²` times the interaction tends to `4π/(1 + 4πa)`; with it included, the interaction
itself tends to `1/D`. -/
theorem constrained_rpa_long_range {Pr Pd : ℝ → ℝ} {a D : ℝ} (ha : 0 ≤ a) (hD : 0 < D)
    (hr : Tendsto (fun q => Pr q / q ^ 2) (𝓝[>] 0) (𝓝 (-a)))
    (hd : Tendsto Pd (𝓝[>] 0) (𝓝 (-D))) :
    Tendsto (fun q => q ^ 2 * screened Pr q) (𝓝[>] 0) (𝓝 (4 * π / (1 + 4 * π * a))) ∧
      Tendsto (screened fun q => Pr q + Pd q) (𝓝[>] 0) (𝓝 (1 / D)) := by
  refine ⟨dielectric_limit ha hr, metallic_limit hD ?_⟩
  -- at small q only the metallic part of the polarization survives
  have h : Tendsto (fun q => Pr q + Pd q) (𝓝[>] 0) (𝓝 (0 + -D)) :=
    (polarization_vanishes hr).add hd
  rwa [zero_add] at h
```

The small-q laws are assumed, not derived from a band structure. The model is static and isotropic, and it treats the dielectric function as a number, whereas in a crystal it is a matrix in the reciprocal lattice vectors, whose off-diagonal elements describe local fields. Matrix elements between Wannier functions, which give the Hubbard parameters themselves, do not appear. The word "tail" refers here to the 1/q² singularity; the decay of the interaction in real space is a separate question.

The assumption on `Pr` carries much of the content. Suppose that a band outside the target set also crosses the Fermi level, and take as the simplest case Pr(q) = −1 for all q. Then Pr/q² has no finite limit, and

U = 4π/(q² + 4π) → 1,  q² U → 0.

The Coulomb tail is gone although Pd has been removed. The second limit changes too: with Pd = −D, the full interaction tends to 1/(1 + D) and not to 1/D. A tail in U thus requires that the target set contain all of the metallic screening.

The dimension of the system is another choice built into the definitions. For a two-dimensional layer the bare interaction would be v = 2π/q. With Pr = −a q², the constrained interaction would then satisfy

q U = 2π/(1 + 2πa q) → 2π,

so that the tail would be the bare one and the constant a would not appear in its coefficient. The metallic limit 1/D would stay the same, since v/(1 − vP) = 2π/(q − 2πP) and P → −D.

## Divergence, insulating targets and the Yukawa form

The next theorem states that an interaction with purely dielectric screening diverges; `atTop` stands for +∞. The proof writes the interaction as q² times itself, multiplied by (1/q)². The first factor has a positive limit by `dielectric_limit`, the second tends to +∞, and `pos_mul_atTop` combines them.

```lean
/-- An interaction with purely dielectric screening grows without bound as `q` tends
to zero. -/
theorem dielectric_diverges {P : ℝ → ℝ} {a : ℝ} (ha : 0 ≤ a)
    (hP : Tendsto (fun q => P q / q ^ 2) (𝓝[>] 0) (𝓝 (-a))) :
    Tendsto (screened P) (𝓝[>] 0) atTop := by
  have hinv : Tendsto (fun q : ℝ => q⁻¹ ^ 2) (𝓝[>] 0) atTop :=
    (tendsto_pow_atTop two_ne_zero).comp tendsto_inv_nhdsGT_zero
  have hpos : 0 < 4 * π / (1 + 4 * π * a) := by positivity
  have h : Tendsto (fun q => q ^ 2 * screened P q * q⁻¹ ^ 2) (𝓝[>] 0) atTop :=
    (dielectric_limit ha hP).pos_mul_atTop hpos hinv
  refine h.congr' ?_
  filter_upwards [self_mem_nhdsWithin] with q hq
  have hq0 : q ≠ 0 := (Set.mem_Ioi.mp hq).ne'
  field_simp
```

For insulating target bands, the hypothesis on `Pd` has the same form as the one on `Pr`. After (Pr + Pd)/q² has been split into two quotients, their limits add, and the dielectric lemma applies with a + b. In this case the tail is present with or without Pd, and the removal of Pd changes its coefficient from 4π/(1 + 4π(a + b)) to 4π/(1 + 4πa).

```lean
/-- If `Pd/q²` also has a finite limit `-b` with `b ≥ 0`, then `q²` times the fully screened
interaction tends to `4π/(1 + 4π(a + b))`. -/
theorem insulating_target_limit {Pr Pd : ℝ → ℝ} {a b : ℝ} (ha : 0 ≤ a) (hb : 0 ≤ b)
    (hr : Tendsto (fun q => Pr q / q ^ 2) (𝓝[>] 0) (𝓝 (-a)))
    (hd : Tendsto (fun q => Pd q / q ^ 2) (𝓝[>] 0) (𝓝 (-b))) :
    Tendsto (fun q => q ^ 2 * screened (fun k => Pr k + Pd k) q) (𝓝[>] 0)
      (𝓝 (4 * π / (1 + 4 * π * (a + b)))) := by
  apply dielectric_limit (add_nonneg ha hb)
  simp only [add_div, neg_add]
  exact hr.add hd
```

The last theorem is an exact identity at every q ≠ 0 for the model Pr = −a q², Pd = −D. Inserting the sum into the regular form gives the denominator

q² − 4π(−a q² − D) = (1 + 4πa) q² + 4πD,

which is the step that `ring` carries out.

```lean
/-- For the model polarizations `Pr = -a q²` and `Pd = -D`, the fully screened interaction at `q ≠
0` equals `4π/((1 + 4πa) q² + 4πD)`. -/
theorem yukawa_model (a D : ℝ) {q : ℝ} (hq : q ≠ 0) :
    screened (fun k => -a * k ^ 2 + -D) q
      = 4 * π / ((1 + 4 * π * a) * q ^ 2 + 4 * π * D) := by
  rw [screened_eq _ hq]
  congr 1
  ring

end

end ConstrainedRPALongRange
```

For a ≥ 0 and D > 0, set ε = 1 + 4πa and κ² = 4πD/ε. The right-hand side is then 4π/(ε(q² + κ²)), whose Fourier transform in three dimensions is the Yukawa potential exp(−κr)/(ε r). At D = 0 it becomes the Coulomb potential 1/(ε r) of a charge in a medium with dielectric constant ε, which is the constrained interaction of the same model.

```lean
#print axioms ConstrainedRPALongRange.constrained_rpa_long_range
#print axioms ConstrainedRPALongRange.dielectric_diverges
#print axioms ConstrainedRPALongRange.insulating_target_limit
#print axioms ConstrainedRPALongRange.yukawa_model
```

```
'ConstrainedRPALongRange.constrained_rpa_long_range' depends on axioms: [propext, Classical.choice, Quot.sound]
'ConstrainedRPALongRange.dielectric_diverges' depends on axioms: [propext, Classical.choice, Quot.sound]
'ConstrainedRPALongRange.insulating_target_limit' depends on axioms: [propext, Classical.choice, Quot.sound]
'ConstrainedRPALongRange.yukawa_model' depends on axioms: [propext, Classical.choice, Quot.sound]
```
